# For a covariant energy, folding a k-mesh by symmetries that fix the magnetisation is exact

A common calculation of magnetocrystalline anisotropy with spin–orbit coupling sums an energy over k-points for two or more directions of the magnetisation and subtracts the results. Before the sum, the code usually folds the mesh onto irreducible k-points and gives each one a weight. The group used for the folding matters: the symmetry group of the nonmagnetic crystal can contain operations that turn the magnetisation, and folding with those can create an anisotropy that the full mesh doesn't have.

## The full sum and the folded sum

Let $K$ be a finite k-mesh, $M$ the set of magnetisations, and $G$ a group that acts on both. Write $E(k,m)$ for the contribution of the k-point $k$ to the energy at magnetisation $m$. The energy is covariant if

$$E(gk,gm)=E(k,m)\qquad\text{for all } g\in G,\ k\in K,\ m\in M .$$

This is the statement that turning the k-point and the magnetisation together, by an operation that maps the crystal to itself, changes nothing. The full sum is $S(m)=\sum_{k\in K}E(k,m)$.

For a subgroup $H$ of $G$, a reduction is a map $\rho:K\to K$ that sends every k-point to a point of its own $H$-orbit, the same one for the whole orbit. The folded sum is

$$R_\rho(m)=\sum_{q\in\rho(K)}w_q\,E(q,m),\qquad w_q=\#\{k:\rho(k)=q\}.$$

For a covariant energy:

- $S(gm)=S(m)$ for every $g\in G$.
- $R_\rho(m)=S(m)$ for every reduction $\rho$ by $H$ if and only if $E(k,hm)=E(k,m)$ for all $h\in H$ and $k\in K$.
- In particular, $R_\rho(m)=S(m)$ whenever every element of $H$ fixes $m$.

## Choosing the group for each magnetisation direction

For an energy that is a finite sum of covariant k-resolved terms, an anisotropy calculation may fold the mesh separately for each direction, using the operations that fix that direction. Each folded sum then equals the full sum at its own $m$, so their difference is the full-mesh difference, even if the two irreducible sets differ.

The square mesh $x, y, -x, -y$ with $E(k,m)=(k\cdot m)^2$ and in-plane $m$ shows what goes wrong otherwise. The quarter turns join all four points into one orbit. Folding onto $x$ with weight 4 gives $4m_x^2$, which is 4 for a unit magnetisation along $x$ and 0 along $y$. The full sum is 2 for both. With weights that add up to one, the folded values are 1 and 0, and the correct value is $1/2$. Folding onto $y$ reverses the sign of the false anisotropy, so the easy axis would depend on which representative the code happens to keep.

## Reindexing, regrouping and changing one representative

**Invariance of the full sum.** The map $k\mapsto gk$ permutes the mesh, so

$$S(gm)=\sum_k E(k,gm)=\sum_k E(gk,gm)=\sum_k E(k,m)=S(m).$$

**Regrouping.** The weight $w_q$ counts the points sent to $q$. Writing each representative's term once for every point that it stands for gives

$$R_\rho(m)=\sum_{k\in K}E(\rho(k),m).$$

**The condition gives exactness.** Suppose that $E(k,hm)=E(k,m)$ for all $h\in H$ and all $k$. For a given $k$, write $\rho(k)=ak$ with $a\in H$. Then

$$E(ak,m)=E(ak,am)=E(k,m),$$

first by the condition at the point $ak$ and then by covariance. Summing over $k$ gives $R_\rho(m)=S(m)$. If $H$ fixes $m$, the condition holds at once.

**Exactness gives the condition.** Fix $h\in H$ and $k\in K$, and take any reduction $\rho$. Changing the representative of the orbit of $k$ to another point $p$ of that orbit gives a new reduction. Do this for $p=h^{-1}k$ and for $p=k$. Both folded sums equal $S(m)$, and they differ only on the orbit of $k$, which has $n\ge 1$ points. Therefore

$$n\,\bigl[E(h^{-1}k,m)-E(k,m)\bigr]=0 .$$

Covariance gives $E(h^{-1}k,m)=E(k,hm)$, and so $E(k,hm)=E(k,m)$.

**The square.** Write in-plane vectors as complex numbers, so that $k\cdot m=\operatorname{Re}(\bar k m)$. A quarter turn multiplies $k$ and $m$ by the same number $c$ with $|c|=1$, and $\overline{ck}\,cm=\bar k m$, so the energy is covariant. The four terms are $m_x^2, m_y^2, m_x^2, m_y^2$, with sum $2|m|^2$.

**The smallest mesh.** With a single k-point, the only reduction is the identity and nothing is folded. Covariance then says that $E(k,gm)=E(k,m)$ by itself, in agreement with the equivalence for every subgroup.

## The Lean file

```lean
import Mathlib

open ComplexConjugate

namespace MagneticAnisotropyMesh

noncomputable section

variable {G K M : Type*} [Group G] [MulAction G K] [MulAction G M]

/-- The k-resolved energy is unchanged when a symmetry operation acts on the k-point and on
the magnetisation together. -/
def IsCovariant (G : Type*) {K M : Type*} [Group G] [MulAction G K] [MulAction G M]
    (E : K → M → ℝ) : Prop :=
  ∀ (g : G) (k : K) (m : M), E (g • k) (g • m) = E k m

/-- The energy summed over the full k-mesh at magnetisation `m`. -/
def meshEnergy [Fintype K] (E : K → M → ℝ) (m : M) : ℝ := ∑ k, E k m

/-- The map `ρ` sends every k-point to a representative of its orbit under the subgroup `H`,
the same one for the whole orbit. -/
structure IsReduction (H : Subgroup G) (ρ : K → K) : Prop where
  mem : ∀ k, ∃ h ∈ H, ρ k = h • k
  const : ∀ h ∈ H, ∀ k, ρ (h • k) = ρ k

/-- The energy summed over the representatives only, each weighted by the number of mesh
points that it represents. -/
def reducedEnergy [Fintype K] [DecidableEq K] (ρ : K → K) (E : K → M → ℝ) (m : M) : ℝ :=
  ∑ q ∈ Finset.univ.image ρ, (Finset.univ.filter (fun k => ρ k = q)).card • E q m

/-- For a covariant energy, the full-mesh sum is invariant under symmetry operations on the
magnetisation alone. -/
theorem meshEnergy_smul [Fintype K] {E : K → M → ℝ} (hE : IsCovariant G E) (g : G) (m : M) :
    meshEnergy E (g • m) = meshEnergy E m :=
  (Equiv.sum_comp (MulAction.toPerm g) (fun k => E k (g • m))).symm.trans
    (Finset.sum_congr rfl fun k _ => hE g k m)

/-- The weighted sum over representatives is the mesh sum with each k-point replaced by its
representative. -/
theorem reducedEnergy_eq_sum [Fintype K] [DecidableEq K] (ρ : K → K) (E : K → M → ℝ) (m : M) :
    reducedEnergy ρ E m = ∑ k, E (ρ k) m :=
  (Finset.sum_comp (fun q => E q m) ρ).symm

/-- Every subgroup admits a choice of orbit representatives. -/
theorem exists_reduction (H : Subgroup G) : ∃ ρ : K → K, IsReduction H ρ := by
  refine ⟨fun k => (Quotient.mk (MulAction.orbitRel H K) k).out, ?_, ?_⟩
  · intro k
    obtain ⟨h, hk⟩ := MulAction.orbitRel_apply.mp
      (Quotient.mk_out (s := MulAction.orbitRel H K) k)
    exact ⟨h.1, h.2, hk.symm⟩
  · intro h hh k
    exact congrArg Quotient.out (Quotient.sound (s := MulAction.orbitRel H K)
      (MulAction.orbitRel_apply.mpr ⟨⟨h, hh⟩, rfl⟩))

/-- For a covariant energy, reduction by `H` is exact at `m` for every choice of
representatives if and only if turning `m` by `H` changes no k-resolved energy. -/
theorem reduction_exact_iff [Fintype K] [DecidableEq K] {E : K → M → ℝ}
    (hE : IsCovariant G E) (H : Subgroup G) (m : M) :
    (∀ ρ : K → K, IsReduction H ρ → reducedEnergy ρ E m = meshEnergy E m) ↔
      ∀ h ∈ H, ∀ k, E k (h • m) = E k m := by
  constructor
  · intro hall h hh k
    obtain ⟨ρ, hρ⟩ := exists_reduction (K := K) H
    -- the representative of the orbit of k may be replaced by any other point p of it
    have hrep : ∀ p, (∃ c ∈ H, p = c • k) →
        IsReduction H (fun x => if ρ x = ρ k then p else ρ x) := by
      rintro p ⟨c, hc, hp⟩
      refine ⟨fun x => ?_, fun a ha x => ?_⟩
      · obtain ⟨a, ha, hax⟩ := hρ.mem x
        obtain ⟨b, hb, hbk⟩ := hρ.mem k
        by_cases e : ρ x = ρ k
        · refine ⟨c * b⁻¹ * a, H.mul_mem (H.mul_mem hc (H.inv_mem hb)) ha, ?_⟩
          rw [if_pos e, mul_smul, mul_smul, ← hax, e, hbk, inv_smul_smul]
          exact hp
        · refine ⟨a, ha, ?_⟩
          rw [if_neg e]
          exact hax
      · rw [hρ.const a ha x]
    have h1 := hall _ (hrep (h⁻¹ • k) ⟨h⁻¹, H.inv_mem hh, rfl⟩)
    have h2 := hall _ (hrep k ⟨1, H.one_mem, (one_smul G k).symm⟩)
    rw [reducedEnergy_eq_sum] at h1 h2
    -- the two reduced sums differ only on the orbit of k
    have key : ∑ x, (if ρ x = ρ k then E (h⁻¹ • k) m - E k m else 0) = 0 := by
      have hd := sub_eq_zero.mpr (h1.trans h2.symm)
      rw [← Finset.sum_sub_distrib] at hd
      refine Eq.trans (Finset.sum_congr rfl fun x _ => ?_) hd
      by_cases hx : ρ x = ρ k <;> simp [hx]
    rw [← Finset.sum_filter, Finset.sum_const, nsmul_eq_mul, mul_eq_zero] at key
    have hcov := hE h (h⁻¹ • k) m
    rw [smul_inv_smul] at hcov
    rcases key with h0 | h0
    · have hempty := Finset.card_eq_zero.mp (Nat.cast_eq_zero.mp h0)
      have hk : k ∈ Finset.univ.filter (fun x => ρ x = ρ k) := by simp
      rw [hempty] at hk
      exact absurd hk (Finset.notMem_empty k)
    · linarith
  · intro h ρ hρ
    rw [reducedEnergy_eq_sum]
    refine Finset.sum_congr rfl fun k _ => ?_
    obtain ⟨a, ha, hk⟩ := hρ.mem k
    rw [hk, ← h a ha (a • k), hE]

/-- For a covariant energy, reduction by a subgroup that fixes the magnetisation is exact. -/
theorem reduction_exact_of_fixes [Fintype K] [DecidableEq K] {E : K → M → ℝ}
    (hE : IsCovariant G E) {H : Subgroup G} {m : M} (hH : ∀ h ∈ H, h • m = m)
    {ρ : K → K} (hρ : IsReduction H ρ) : reducedEnergy ρ E m = meshEnergy E m :=
  (reduction_exact_iff hE H m).mpr (fun h hh k => by rw [hH h hh]) ρ hρ

/-- The four k-points x, y, -x, -y, with the plane written as complex numbers. -/
def kvec (k : ZMod 4) : ℂ := Complex.I ^ k.val

lemma kvec_add (i j : ZMod 4) : kvec (i + j) = kvec i * kvec j := by
  rw [kvec, kvec, kvec, ZMod.val_add, ← pow_add]
  exact (pow_eq_pow_mod _ Complex.I_pow_four).symm

lemma kvec_mul_conj (k : ZMod 4) : kvec k * conj (kvec k) = 1 := by
  rw [kvec, map_pow, ← mul_pow, Complex.conj_I]
  simp

/-- The rotations of the square act on in-plane magnetisations, written as complex numbers, by
multiplication with `kvec`. -/
instance : MulAction (Multiplicative (ZMod 4)) ℂ where
  smul g m := kvec g.toAdd * m
  one_smul m := by
    change kvec 0 * m = m
    simp [kvec]
  mul_smul g h m := by
    change kvec (g.toAdd + h.toAdd) * m = kvec g.toAdd * (kvec h.toAdd * m)
    rw [kvec_add, mul_assoc]

/-- The model energy (k·m)² for in-plane vectors. -/
def squareEnergy (k : ZMod 4) (m : ℂ) : ℝ := (conj (kvec k) * m).re ^ 2

/-- The energy (k·m)² on the four-point mesh is covariant under the rotations of the square. -/
theorem squareEnergy_covariant : IsCovariant (Multiplicative (ZMod 4)) squareEnergy := by
  intro g k m
  change (conj (kvec (g.toAdd + k)) * (kvec g.toAdd * m)).re ^ 2 = (conj (kvec k) * m).re ^ 2
  have h : conj (kvec (g.toAdd + k)) * (kvec g.toAdd * m) = conj (kvec k) * m := by
    rw [kvec_add, map_mul]
    linear_combination (conj (kvec k) * m) * kvec_mul_conj g.toAdd
  rw [h]

/-- The full four-point sum of (k·m)² is 2|m|² for every in-plane magnetisation. -/
theorem square_meshEnergy (m : ℂ) : meshEnergy squareEnergy m = 2 * ‖m‖ ^ 2 := by
  have v1 : (1 : ZMod 4).val = 1 := rfl
  have v2 : (2 : ZMod 4).val = 2 := rfl
  have v3 : (3 : ZMod 4).val = 3 := rfl
  have h3 : kvec 3 = -Complex.I := by
    rw [kvec, v3, pow_succ, Complex.I_sq, neg_one_mul]
  have e0 : squareEnergy 0 m = m.re ^ 2 := by simp [squareEnergy, kvec]
  have e1 : squareEnergy 1 m = m.im ^ 2 := by simp [squareEnergy, kvec, v1]
  have e2 : squareEnergy 2 m = m.re ^ 2 := by simp [squareEnergy, kvec, v2]
  have e3 : squareEnergy 3 m = m.im ^ 2 := by simp [squareEnergy, h3]
  have hu : (Finset.univ : Finset (ZMod 4)) = {0, 1, 2, 3} := by decide
  rw [meshEnergy, hu, Finset.sum_insert (by decide), Finset.sum_insert (by decide),
    Finset.sum_insert (by decide), Finset.sum_singleton, e0, e1, e2, e3, Complex.sq_norm,
    Complex.normSq_apply]
  ring

/-- Keeping only the k-point x is an orbit reduction for the rotation group of the square, yet for
(k·m)² it gives an energy difference of 4 between unit magnetisations along x and along y, where the
full mesh gives 0. -/
theorem false_anisotropy :
    IsReduction (⊤ : Subgroup (Multiplicative (ZMod 4))) (fun _ : ZMod 4 => (0 : ZMod 4)) ∧
    reducedEnergy (fun _ : ZMod 4 => 0) squareEnergy 1
      - reducedEnergy (fun _ : ZMod 4 => 0) squareEnergy Complex.I = 4 ∧
    meshEnergy squareEnergy 1 - meshEnergy squareEnergy Complex.I = 0 := by
  refine ⟨⟨fun k => ⟨Multiplicative.ofAdd (-k), Subgroup.mem_top _, (neg_add_cancel k).symm⟩,
    fun _ _ _ => rfl⟩, ?_, ?_⟩
  · rw [reducedEnergy_eq_sum, reducedEnergy_eq_sum, Finset.sum_const, Finset.sum_const,
      Finset.card_univ, ZMod.card]
    simp [squareEnergy, kvec]
  · rw [square_meshEnergy, square_meshEnergy]
    simp

end

end MagneticAnisotropyMesh
```

```lean
#print axioms MagneticAnisotropyMesh.meshEnergy_smul
#print axioms MagneticAnisotropyMesh.reduction_exact_of_fixes
#print axioms MagneticAnisotropyMesh.squareEnergy_covariant
#print axioms MagneticAnisotropyMesh.false_anisotropy
```

```
'MagneticAnisotropyMesh.meshEnergy_smul' depends on axioms: [propext, Classical.choice, Quot.sound]
'MagneticAnisotropyMesh.reduction_exact_of_fixes' depends on axioms: [propext, Classical.choice, Quot.sound]
'MagneticAnisotropyMesh.squareEnergy_covariant' depends on axioms: [propext, Classical.choice, Quot.sound]
'MagneticAnisotropyMesh.false_anisotropy' depends on axioms: [propext, Classical.choice, Quot.sound]
```

## What the definitions say about the physics

`IsCovariant G E` is the covariance condition, and `meshEnergy` is $S(m)$. The mesh is a finite type `K` on which `G` acts, which means that every operation maps the mesh to itself. For a shifted mesh that lacks this property, the theorems can still be applied with a smaller group, whose operations do map the mesh to itself. The type `M` carries only a group action, so $m$ may be a direction, a vector or a whole magnetic configuration. Time reversal may belong to `G` too, provided that its action on k-points and magnetisations is supplied and the energy is covariant under it.

`IsReduction H ρ` has two fields: `mem` says that the representative lies in the orbit, and `const` that the orbit shares it. `reducedEnergy` is $R_\rho(m)$ with integer weights. Neither sum is divided by the number of k-points.

In the example, `kvec` sends the labels 0, 1, 2, 3 to $1, i, -1, -i$, that is, to $x, y, -x, -y$. The group `Multiplicative (ZMod 4)` consists of the four rotations of the square. It acts on labels by addition and on magnetisations by complex multiplication. Mirrors are absent, so the distinction between axial and polar vectors doesn't arise: both transform alike under these rotations.

## How the Lean proofs run

`meshEnergy_smul` reindexes the sum with the permutation `MulAction.toPerm g` and applies covariance term by term. `reducedEnergy_eq_sum` is the regrouping. `exists_reduction` picks one element from each orbit, which supplies the starting $\rho$ for the converse.

In `reduction_exact_iff`, `hrep` shows that changing one representative leaves a valid reduction. For a point `x` in the orbit of `k`, the required group element is `c * b⁻¹ * a`: `a` takes `x` to the old representative, `b⁻¹` takes that to `k`, and `c` takes `k` to the new one. The hypotheses `h1` and `h2` state exactness for the two choices, and `key` is their difference. It becomes a product of the orbit size and an energy difference. The size can't be zero because `k` is in the orbit, and `linarith` combines the vanishing difference with covariance. The other direction is the short chain of equalities above, and `reduction_exact_of_fixes` is its special case.

For the square, `kvec_add` uses $i^4=1$ and `kvec_mul_conj` states that the k-vectors have unit length. Together they give `squareEnergy_covariant`. `square_meshEnergy` evaluates the four terms as `e0` to `e3` and adds them. `false_anisotropy` has three parts: keeping only $x$ is a legitimate orbit reduction for the whole rotation group, the folded difference is 4, and the full difference is 0.

## Covariance is an input, and exactness refers to the mesh

Covariance of $E$ is assumed for a general energy and proved only for $(k\cdot m)^2$. In a code it stands for a Hamiltonian, and a way of solving it, that respect the crystal symmetry when the magnetisation is turned along with the lattice. In a metal, $E(k,m)$ also contains occupations; if each occupation is a fixed function of the band energy and the Fermi level, covariant band energies give a covariant $E$, provided that the Fermi level is the same at $m$ and $gm$.

Without any such condition on $E$, a subgroup that fixes $m$ isn't enough. Take the mesh $\{x,-x\}$ and inversion, which exchanges the two points and leaves the magnetisation, an axial vector, unchanged. If $E(x,m)=1$ and $E(-x,m)=0$, the full sum is 1, but the folded sum is 2 or 0. This is the situation of a code that applies inversion to a crystal without an inversion centre.

The equivalence concerns every choice of representatives at once. A single choice can be right by cancellation: take two copies of the square mesh, each with the energy $(k\cdot m)^2$, and keep $x$ in one and $y$ in the other. For a unit $m$ along $x$ the folded sum is $4+0$ and the full sum is $2+2$. Keeping $x$ in both gives 8. Agreement for one irreducible set is therefore weak evidence that the group was chosen correctly.

Fixing $m$ is sufficient but not necessary. In the square example a half turn reverses $m$ and leaves every $(k\cdot m)^2$ as it was, so folding onto $x$ and $y$ with weight 2 each is exact for every in-plane $m$.

Exactness means equality with the sum over the same finite mesh, in real numbers. It gives no estimate of the distance to the Brillouin-zone integral or of rounding errors, and it doesn't treat the self-consistency cycle, where a density built from a wrongly folded mesh could itself break the assumed covariance.
